# Even characteristic determinant and vanishing odd traces of the Hermitian Bogoliubov–de Gennes matrix

Let $h$ be a Hermitian and $D$ an antisymmetric complex $N\times N$ matrix, and let

$$
H=\begin{pmatrix} h & D\\ -D^* & -h^*\end{pmatrix},
$$

where the star denotes complex conjugation of each entry. Then

$$
\det(x-H)=\det(-x-H)\quad\text{for every } x\in\mathbb C,
\qquad
\operatorname{tr}H^{2k+1}=0\quad\text{for } k=0,1,2,\dots
$$

This is the matrix of the quadratic fermion Hamiltonian

$$
\sum_{ij}h_{ij}c_i^\dagger c_j+\tfrac12\sum_{ij}\left(D_{ij}c_i^\dagger c_j^\dagger+\text{h.c.}\right),
$$

in which $i$ and $j$ run over $N$ orbitals, spin included. The block $h$ holds the one-particle energies and hoppings, measured from the chemical potential, and it is Hermitian because the normal part of the energy is an observable. The block $D$ is the pairing field. It is antisymmetric because $c_i^\dagger c_j^\dagger=-c_j^\dagger c_i^\dagger$, so a symmetric part would cancel in the sum. For a mean-field superconductor with finitely many orbitals and a given pairing field, the result expresses the symmetry of the quasiparticle spectrum about zero energy.

## Derivation from the particle-hole exchange

Let $\tau$ be the matrix that swaps the two blocks,

$$
\tau=\begin{pmatrix}0&1\\1&0\end{pmatrix},\qquad \tau^2=1 .
$$

Multiplying by $\tau$ on both sides exchanges the block rows and the block columns, so

$$
\tau H^*\tau
=\tau\begin{pmatrix}h^*&D^*\\-D&-h\end{pmatrix}\tau
=\begin{pmatrix}-h&-D\\D^*&h^*\end{pmatrix}=-H .
$$

This holds for any $h$ and $D$. The hypotheses enter through the adjoint:

$$
H^\dagger=\begin{pmatrix}h^\dagger&-D^T\\D^\dagger&-h^T\end{pmatrix}
=\begin{pmatrix}h&D\\-D^*&-h^*\end{pmatrix}=H,
$$

because $D^T=-D$ and $h^T=h^*$. A Hermitian matrix satisfies $H^*=H^T$, and therefore $\tau H^T\tau=-H$.

For the determinant, conjugate $x-H^T$ with $\tau$:

$$
\tau(x-H^T)\tau=x+H=-(-x-H).
$$

The left side has determinant $(\det\tau)^2\det(x-H^T)=\det(x-H)$, since $(\det\tau)^2=\det\tau^2=1$ and transposition leaves a determinant unchanged. The right side has determinant $(-1)^{2N}\det(-x-H)=\det(-x-H)$.

For the traces, insert $\tau^2=1$ between neighbouring factors of a power:

$$
\tau(H^T)^m\tau=(\tau H^T\tau)^m=(-H)^m .
$$

By cyclicity the trace of the left side is $\operatorname{tr}(H^T)^m=\operatorname{tr}H^m$. For odd $m$ the right side has trace $-\operatorname{tr}H^m$. A number equal to its own negative is zero.

The same exchange acts on states. Suppose $H\psi=E\psi$ and put $\varphi=\tau\psi^*$. The first relation gives $H\tau=-\tau H^*$, so

$$
H\varphi=-\tau H^*\psi^*=-\tau(E\psi)^*=-E^*\varphi .
$$

If $H$ is Hermitian, then $\langle\psi,H\varphi\rangle=\langle H\psi,\varphi\rangle$, which reads $-E^*\langle\psi,\varphi\rangle=E^*\langle\psi,\varphi\rangle$. Hence $\langle\psi,\varphi\rangle=0$ whenever $E\neq0$.

## Two orbitals with numbers

A $1\times1$ antisymmetric matrix is zero, so pairing needs at least two orbitals. Take

$$
h=\begin{pmatrix}4&0\\0&2\end{pmatrix},\quad
D=\begin{pmatrix}0&4\\-4&0\end{pmatrix},\quad
H=\begin{pmatrix}4&0&0&4\\0&2&-4&0\\0&-4&-4&0\\4&0&0&-2\end{pmatrix}.
$$

Components 1 and 4 decouple from components 2 and 3. The two $2\times2$ blocks have characteristic polynomials

$$
x^2-2x-24=(x-6)(x+4),\qquad x^2+2x-24=(x+6)(x-4).
$$

Neither is even, but their product is $(x^2-36)(x^2-16)$, which is. The cubes of the eigenvalues add up to $216-64-216+64=0$.

The normalised eigenvector for $E=6$ is $\psi=(2,0,0,1)/\sqrt5$. Its partner $\varphi=(0,1,2,0)/\sqrt5$ lies in the other block, has eigenvalue $-6$ and is orthogonal to $\psi$.

## The matrices and states in Lean

```lean
import Mathlib

open Matrix

namespace BdGParticleHole
```

The index type `n` labels the orbitals, and `n ⊕ n` labels the particle components followed by the hole components. `fromBlocks` takes its four blocks in reading order, so `tauX n` is $\tau$.

```lean
/-- The particle-hole exchange, which swaps the particle and hole blocks. -/
def tauX (n : Type*) [DecidableEq n] : Matrix (n ⊕ n) (n ⊕ n) ℂ :=
  fromBlocks 0 1 1 0
```

On complex numbers `star` is conjugation, and `D.map star` applies it to each entry without transposing. The definition of `bdg` accepts any two square blocks; Hermiticity and antisymmetry appear later as hypotheses of the theorems that need them.

```lean
/-- The Bogoliubov-de Gennes matrix with one-particle block `h` and pairing block `D`. -/
def bdg {n : Type*} (h D : Matrix n n ℂ) : Matrix (n ⊕ n) (n ⊕ n) ℂ :=
  fromBlocks h D (-(D.map star)) (-(h.map star))
```

From here on `n` is finite. The function `partner` sends $\psi$ to $\tau\psi^*$. For a state with particle part $u$ and hole part $v$, the partner has particle part $v^*$ and hole part $u^*$.

```lean
variable {n : Type*} [Fintype n] [DecidableEq n]

/-- The particle-hole partner of a state: complex conjugation followed by exchange of the
particle and hole components. -/
def partner (ψ : n ⊕ n → ℂ) : n ⊕ n → ℂ := tauX n *ᵥ star ψ
```

## The exchange relation and Hermiticity

The first lemma is $\tau^2=1$, obtained by block multiplication.

```lean
/-- Exchanging particles and holes twice is the identity. -/
theorem tauX_mul_self : tauX n * tauX n = 1 := by
  simp [tauX, fromBlocks_multiply, fromBlocks_one]
```

The next theorem is $\tau H^*\tau=-H$, with no condition on `h` or `D`. The proof multiplies out the blocks and compares entries in each of the four.

```lean
/-- Particle-hole symmetry: complex conjugation and particle-hole exchange together
reverse the sign of the BdG matrix. -/
theorem particle_hole (h D : Matrix n n ℂ) :
    tauX n * (bdg h D).map star * tauX n = -bdg h D := by
  rw [bdg, tauX, fromBlocks_map, fromBlocks_multiply, fromBlocks_multiply, fromBlocks_neg]
  ext (i | i) (j | j) <;> simp
```

The hypotheses `hh` and `hD` now say that $h$ is Hermitian and that $D^T=-D$. The proof that $H$ is Hermitian treats the four blocks in turn: the diagonal ones use `h1`, which is $h_{ij}^*=h_{ji}$, and the off-diagonal ones use `h2`, which is $D_{ji}=-D_{ij}$.

```lean
omit [Fintype n] [DecidableEq n] in
/-- The BdG matrix is Hermitian when `h` is Hermitian and `D` is antisymmetric. -/
theorem bdg_isHermitian {h D : Matrix n n ℂ} (hh : h.IsHermitian) (hD : Dᵀ = -D) :
    (bdg h D).IsHermitian := by
  have h1 : ∀ i j, star (h i j) = h j i := fun i j => hh.apply j i
  have h2 : ∀ i j, D j i = -D i j := fun i j => congrFun (congrFun hD i) j
  apply Matrix.IsHermitian.ext
  rintro (i | i) (j | j)
  · exact h1 j i
  · change star (-star (D j i)) = D i j
    rw [star_neg, star_star, h2 i j, neg_neg]
  · change star (D j i) = -star (D i j)
    rw [h2 i j, star_neg]
  · change star (-star (h j i)) = -star (h i j)
    rw [star_neg, star_star, h1 i j]
```

Hermiticity allows $H^*$ to be replaced by $H^T$. That is the step `hT`, and it turns the exchange relation into $\tau H^T\tau=-H$.

```lean
/-- For Hermitian `h` and antisymmetric `D`, particle-hole exchange turns the transposed
BdG matrix into minus the BdG matrix. -/
theorem particle_hole_transpose {h D : Matrix n n ℂ} (hh : h.IsHermitian) (hD : Dᵀ = -D) :
    tauX n * (bdg h D)ᵀ * tauX n = -bdg h D := by
  have hT : (bdg h D)ᵀ = (bdg h D).map star := by
    ext i j
    exact ((bdg_isHermitian hh hD).apply j i).symm
  rw [hT, particle_hole]
```

## The determinant and the traces

In `det_even` the number $x$ is written as the scalar matrix `x • 1`, and `x` ranges over all complex numbers. The step `key` is the identity $-x-H=-\tau(x-H^T)\tau$. The step `ht` gives $(\det\tau)^2=1$, and `hs` gives $(-1)^{2N}=1$ from the size of `n ⊕ n`. Taking determinants in `key` and using these two facts completes the argument.

```lean
/-- For Hermitian `h` and antisymmetric `D`, the characteristic determinant of the BdG matrix is an
even function of the complex energy variable `x`. -/
theorem det_even {h D : Matrix n n ℂ} (hh : h.IsHermitian) (hD : Dᵀ = -D) (x : ℂ) :
    (x • (1 : Matrix (n ⊕ n) (n ⊕ n) ℂ) - bdg h D).det
      = ((-x) • (1 : Matrix (n ⊕ n) (n ⊕ n) ℂ) - bdg h D).det := by
  -- particle-hole exchange relates the two matrices
  have key : (-x) • (1 : Matrix (n ⊕ n) (n ⊕ n) ℂ) - bdg h D
      = -(tauX n * (x • (1 : Matrix (n ⊕ n) (n ⊕ n) ℂ) - bdg h D)ᵀ * tauX n) := by
    rw [transpose_sub, transpose_smul, transpose_one, Matrix.mul_sub, Matrix.sub_mul,
      particle_hole_transpose hh hD, Matrix.mul_smul, Matrix.smul_mul, Matrix.mul_one,
      tauX_mul_self]
    module
  have ht : (tauX n).det * (tauX n).det = 1 := by
    rw [← det_mul, tauX_mul_self, det_one]
  -- the dimension is even, so the overall sign drops out
  have hs : (-1 : ℂ) ^ Fintype.card (n ⊕ n) = 1 := by
    rw [Fintype.card_sum]
    exact Even.neg_one_pow ⟨_, rfl⟩
  rw [key, det_neg, det_mul, det_mul, det_transpose, hs]
  linear_combination
    (-(x • (1 : Matrix (n ⊕ n) (n ⊕ n) ℂ) - bdg h D).det) * ht
```

The theorem is an identity between values of determinants. Factoring the polynomial $\det(x-H)$ by hand then shows that $E$ and $-E$ occur with equal multiplicity, a consequence that the Lean code does not spell out.

For the traces, `hp` is the relation $\tau(H^T)^m\tau=(-H)^m$, proved by induction on $m$. The induction step places $1=\tau^2$ before the last factor, as in the derivation by hand. Taking the trace at $m=2k+1$ and moving one $\tau$ around cyclically leaves $\operatorname{tr}H^m=-\operatorname{tr}H^m$, and the last line solves this for zero.

```lean
/-- For Hermitian `h` and antisymmetric `D`, every odd power of the BdG matrix has zero trace. -/
theorem trace_odd_pow {h D : Matrix n n ℂ} (hh : h.IsHermitian) (hD : Dᵀ = -D) (k : ℕ) :
    (bdg h D ^ (2 * k + 1)).trace = 0 := by
  -- the exchange relation passes to all powers
  have hp : ∀ m : ℕ, tauX n * (bdg h D)ᵀ ^ m * tauX n = (-bdg h D) ^ m := by
    intro m
    induction m with
    | zero => rw [pow_zero, pow_zero, Matrix.mul_one, tauX_mul_self]
    | succ m ih =>
      rw [pow_succ (-bdg h D), ← ih, ← particle_hole_transpose hh hD]
      calc tauX n * (bdg h D)ᵀ ^ (m + 1) * tauX n
          = tauX n * (bdg h D)ᵀ ^ m * 1 * (bdg h D)ᵀ * tauX n := by
            rw [pow_succ, Matrix.mul_one, Matrix.mul_assoc (tauX n) _ (bdg h D)ᵀ]
        _ = tauX n * (bdg h D)ᵀ ^ m * tauX n * (tauX n * (bdg h D)ᵀ * tauX n) := by
            rw [← tauX_mul_self]
            simp only [Matrix.mul_assoc]
  have ht := congrArg Matrix.trace (hp (2 * k + 1))
  rw [Matrix.trace_mul_comm, ← Matrix.mul_assoc, tauX_mul_self, Matrix.one_mul,
    ← transpose_pow, trace_transpose, Odd.neg_pow ⟨k, rfl⟩, trace_neg] at ht
  linear_combination (1 / 2 : ℂ) * ht
```

## Partner states

The theorem on eigenvectors again allows arbitrary `h` and `D`, which is why the eigenvalue of the partner is `-star E` and not simply $-E$. The two agree when $E$ is real, as it is for a nonzero eigenvector of a Hermitian $H$.

The first half of the conclusion says that a nonzero state has a nonzero partner: applying $\tau$ to the partner returns $\psi^*$, so a vanishing partner would force $\psi=0$. In the second half, `hc` is the conjugated product $H^*\psi^*=(H\psi)^*$, and `hm` is $H\tau=-\tau H^*$.

```lean
/-- The particle-hole partner of an eigenvector with eigenvalue `E` is a nonzero
eigenvector with eigenvalue minus the conjugate of `E`. -/
theorem partner_eigenvector (h D : Matrix n n ℂ) {ψ : n ⊕ n → ℂ} {E : ℂ}
    (hE : bdg h D *ᵥ ψ = E • ψ) :
    (ψ ≠ 0 → partner ψ ≠ 0) ∧ bdg h D *ᵥ partner ψ = (-star E) • partner ψ := by
  constructor
  · intro hψ h0
    apply hψ
    have h1 : tauX n *ᵥ partner ψ = star ψ := by
      rw [partner, mulVec_mulVec, tauX_mul_self, one_mulVec]
    rw [h0, mulVec_zero] at h1
    exact star_eq_zero.mp h1.symm
  · have hc : (bdg h D).map star *ᵥ star ψ = star (bdg h D *ᵥ ψ) := by
      ext i
      simp [mulVec, dotProduct, star_sum]
    -- moving the matrix through the exchange conjugates it and flips its sign
    have hm : bdg h D * tauX n = -(tauX n * (bdg h D).map star) := by
      rw [← neg_neg (bdg h D * tauX n), ← Matrix.neg_mul, ← particle_hole,
        Matrix.mul_assoc _ (tauX n) (tauX n), tauX_mul_self, Matrix.mul_one]
    rw [partner, mulVec_mulVec, hm, neg_mulVec, ← mulVec_mulVec, hc, hE, star_smul,
      mulVec_smul, neg_smul]
```

The product `⬝ᵥ` does not conjugate anything, so the inner product $\langle\psi,\varphi\rangle$ is written `star ψ ⬝ᵥ partner ψ`. The step `h1` moves $H$ from the right factor to the left, and inserting the two eigenvalue equations turns it into $-E^*\langle\psi,\varphi\rangle=E^*\langle\psi,\varphi\rangle$. Since `E ≠ 0`, the inner product vanishes. At $E=0$ the theorem is silent, and there a state may coincide with its own partner, as a Majorana zero mode does.

```lean
/-- For Hermitian `h` and antisymmetric `D`, an eigenvector with nonzero eigenvalue is
orthogonal to its particle-hole partner. -/
theorem partner_orthogonal {h D : Matrix n n ℂ} (hh : h.IsHermitian) (hD : Dᵀ = -D)
    {ψ : n ⊕ n → ℂ} {E : ℂ} (hE : bdg h D *ᵥ ψ = E • ψ) (hE0 : E ≠ 0) :
    star ψ ⬝ᵥ partner ψ = 0 := by
  -- let the Hermitian matrix act to the right and to the left
  have h1 : star ψ ⬝ᵥ (bdg h D *ᵥ partner ψ) = star (bdg h D *ᵥ ψ) ⬝ᵥ partner ψ := by
    rw [Matrix.dotProduct_mulVec, Matrix.star_mulVec, (bdg_isHermitian hh hD).eq]
  rw [(partner_eigenvector h D hE).2, hE, star_smul, dotProduct_smul, smul_dotProduct,
    smul_eq_mul, smul_eq_mul] at h1
  have h2 : star E * (star ψ ⬝ᵥ partner ψ) = 0 := by
    linear_combination (-1 / 2 : ℂ) * h1
  exact (mul_eq_zero.mp h2).resolve_left (star_ne_zero.mpr hE0)
```

The last theorem shows what happens to the trace formula without Hermiticity. With one orbital, $h=i$ and $D=0$, the matrix is $H=\operatorname{diag}(i,i)$, because $-i^*=i$. Its trace is $2i$, so the formula already fails at $k=0$. The exchange relation still holds, but it only pairs $E$ with $-E^*$, and $i$ is its own image under that map.

```lean
/-- With the non-Hermitian one-orbital block `h = i` and no pairing, the trace of the
BdG matrix is `2i`. -/
theorem trace_nonhermitian :
    (bdg (!![Complex.I] : Matrix (Fin 1) (Fin 1) ℂ) 0).trace = 2 * Complex.I := by
  rw [two_mul, Matrix.trace, Fintype.sum_sum_type, Fin.sum_univ_one, Fin.sum_univ_one]
  change Complex.I + -star Complex.I = Complex.I + Complex.I
  simp

end BdGParticleHole
```

```lean
#print axioms BdGParticleHole.det_even
#print axioms BdGParticleHole.trace_odd_pow
#print axioms BdGParticleHole.partner_orthogonal
#print axioms BdGParticleHole.trace_nonhermitian
```

```
'BdGParticleHole.det_even' depends on axioms: [propext, Classical.choice, Quot.sound]
'BdGParticleHole.trace_odd_pow' depends on axioms: [propext, Classical.choice, Quot.sound]
'BdGParticleHole.partner_orthogonal' depends on axioms: [propext, Classical.choice, Quot.sound]
'BdGParticleHole.trace_nonhermitian' depends on axioms: [propext, Classical.choice, Quot.sound]
```

The development concerns matrices of finite size. The fermion operators, the passage from the many-body Hamiltonian to $H$, and any self-consistency condition that determines $D$ belong to the physics that surrounds it.

## Checks and savings in a numerical calculation

A program that assembles $H$ from $h$ and $D$ can test two relations, and they detect different faults. The relation $\tau H^*\tau=-H$ tests whether the lower blocks were filled in consistently with the upper ones. When these are filled in as $-D^*$ and $-h^*$, the relation holds for every $D$ and so says nothing about $D$ itself. A wrong sign in one nonzero entry of $D$ then shows up in the second test, $H=H^\dagger$. That test should be made before diagonalisation, because a Hermitian eigensolver that reads only one triangle of the matrix will not report the fault.

After diagonalisation, the eigenvalues in ascending order $E_1\le\dots\le E_{2N}$ should satisfy $E_j+E_{2N+1-j}=0$ up to rounding. If no eigenvalue is zero, the $N$ eigenvectors of positive energy suffice, and their partners supply the rest.

The numerical example also shows where the symmetry has to be looked for. If a conserved quantity splits $H$ into blocks and the code diagonalises only one of them, the spectrum of that block need not be symmetric, because the partners may lie in another block.

The trace formula is useful when the density of all $2N$ eigenvalues of $H$ is expanded in Chebyshev polynomials of $H/a$, with $a>0$ a scale that brings the spectrum into $[-1,1]$. Odd Chebyshev polynomials contain only odd powers, so their exact traces vanish and only the even moments have to be computed. This requires that the energy is rescaled without a shift and that the trace runs over both particle and hole components. A density of states projected on the particle components has odd moments in general; the first of them is $\operatorname{tr}h/a$.
